# The Dudarev energy is U/2 times the number variance of independently filled natural orbitals

Take a site with two orthonormal orbitals, filled independently with probabilities $x_1$ and $x_2$. Let $s_i$ be 1 if orbital $i$ is filled and 0 if it is empty, so that the electron number is $N = s_1 + s_2$. Its mean is $x_1 + x_2$. Since $s_i^2 = s_i$, we have $N^2 = s_1 + s_2 + 2 s_1 s_2$, with mean $x_1 + x_2 + 2x_1x_2$. Subtracting $(x_1+x_2)^2$ leaves the variance

$$x_1(1-x_1) + x_2(1-x_2).$$

The occupation matrix $n = \mathrm{diag}(x_1, x_2)$ gives the same number as $\mathrm{Tr}(n - n^2)$. The term $x_i$ comes from $s_i^2 = s_i$, and independence cancels the cross term.

## Two definitions that know nothing of each other

For a finite set of orbitals with real occupations $x_i$, a configuration is the set $S$ of filled orbitals. Its weight is

$$P(S) = \prod_{i\in S} x_i \prod_{i\notin S}(1-x_i).$$

In Lean, `ι` labels the orbitals, `x : ι → ℝ` gives the occupations, and `S : Finset ι` is a configuration with electron number `S.card`.

```lean
import Mathlib

open Matrix

namespace DudarevNumberVariance

noncomputable section

variable {ι : Type*} [Fintype ι] [DecidableEq ι]

/-- The weight of the configuration in which exactly the orbitals in `S` are filled,
each orbital `i` being filled independently with probability `x i`. -/
def weight (x : ι → ℝ) (S : Finset ι) : ℝ :=
  (∏ i ∈ S, x i) * ∏ i ∈ Finset.univ \ S, (1 - x i)
```

A mean $\langle f\rangle = \sum_S P(S) f(S)$ runs over all configurations, and the variance is the mean squared deviation of $N = |S|$ from $\langle N\rangle$.

```lean
/-- The mean of a quantity `f` over all configurations of filled orbitals. -/
def mean (x : ι → ℝ) (f : Finset ι → ℝ) : ℝ :=
  ∑ S : Finset ι, weight x S * f S

/-- The variance of the number of electrons: the mean squared deviation of the number
of filled orbitals from its mean. -/
def numberVariance (x : ι → ℝ) : ℝ :=
  mean x (fun S => ((S.card : ℝ) - mean x (fun T => (T.card : ℝ))) ^ 2)
```

The energy is defined separately, from a matrix. With $X = \mathrm{diag}(x)$ and the natural orbitals as columns of a square complex matrix $V$, the occupation matrix is $n = V X V^\dagger$. The Dudarev energy is $E = \frac U2 \mathrm{Tr}(n-n^2)$, where the real constant $U$ stands for the effective on-site interaction strength. The code takes the real part of the trace to obtain a real energy.

```lean
/-- The occupation matrix with natural orbitals the columns of `V` and occupations `x`. -/
def occupationMatrix (V : Matrix ι ι ℂ) (x : ι → ℝ) : Matrix ι ι ℂ :=
  V * diagonal (fun i => (x i : ℂ)) * Vᴴ

/-- The Dudarev energy of an occupation matrix `n`: `U/2` times the real part of `Tr(n - n²)`. -/
def dudarevEnergy (U : ℝ) (n : Matrix ι ι ℂ) : ℝ :=
  U / 2 * (trace (n - n * n)).re
```

The index can run over one spin channel, and the energies of the two channels then add. The form $VXV^\dagger$ is the starting point here and is not derived from hermiticity of $n$.

In DFT+U, the identity lets the penalty on fractional occupations (for $U>0$) be read as a penalty on number fluctuations, in a model with finitely many independently filled orbitals and not in a general correlated state. The numerical counterexamples below are simple arithmetic, separate from the Lean theorems.

## Occupations between 0 and 1

The condition $0 \le x_i \le 1$, written `hx`, says that an orbital holds between zero and one electron on average. By hand it makes every factor $x_i$ and $1-x_i$ nonnegative, so $P(S)\ge 0$ and the weights can be read as probabilities. The proof of `weight_nonneg` does the same for the two products.

```lean
/-- Configuration weights are nonnegative when all occupations lie between 0 and 1. -/
theorem weight_nonneg (x : ι → ℝ) (hx : ∀ i, 0 ≤ x i ∧ x i ≤ 1) (S : Finset ι) :
    0 ≤ weight x S :=
  mul_nonneg (Finset.prod_nonneg fun i _ => (hx i).1)
    (Finset.prod_nonneg fun i _ => sub_nonneg.mpr (hx i).2)
```

Without the range, the formulas for the mean, the variance and the energy still hold as algebra, and their theorems do not assume it. The probabilistic reading is lost: one orbital with $x=2$ has weights $2$ and $-1$, and a "variance" of $-2$. The range is needed again in the last theorem, to infer from a vanishing energy that $n$ is idempotent.

## Independent filling

Independence means that whether one orbital is filled carries no information about the others. It is not a separate Lean hypothesis, because the product form of `weight` contains it.

By hand, it enters through the probability that all orbitals of a set $A$ are filled together. Put $c_i = 0$ for $i\in A$ and $c_i = 1-x_i$ otherwise, and expand

$$\prod_i (x_i + c_i) = \sum_S \prod_{i\in S}x_i\prod_{i\notin S}c_i.$$

If $S$ misses an orbital of $A$, its term contains a zero. If $A\subseteq S$, its term is $P(S)$. On the left, the factors are $x_i$ for $i\in A$ and $1$ otherwise. Hence the probability is $\prod_{i\in A}x_i$.

In `joint_occupation`, `Finset.prod_add` performs the expansion, `hl` evaluates the left side, and `by_cases hS : A ⊆ S` separates the two kinds of term.

```lean
/-- The probability that all orbitals of a set `A` are filled together is the product
of their occupations. -/
theorem joint_occupation (x : ι → ℝ) (A : Finset ι) :
    mean x (fun S => if A ⊆ S then 1 else 0) = ∏ i ∈ A, x i := by
  -- expand a product in which the orbitals of `A` are not allowed to be empty
  have h := Finset.prod_add x (fun i => if i ∈ A then 0 else 1 - x i) Finset.univ
  rw [Finset.powerset_univ] at h
  have hl : ∏ i, (x i + if i ∈ A then 0 else 1 - x i) = ∏ i ∈ A, x i := by
    calc ∏ i, (x i + if i ∈ A then 0 else 1 - x i)
        = ∏ i, (if i ∈ A then x i else 1) :=
          Finset.prod_congr rfl fun i _ => by split_ifs <;> ring
      _ = ∏ i ∈ A, x i := by rw [Finset.prod_ite_mem, Finset.univ_inter]
  rw [← hl]
  refine Eq.trans ?_ h.symm
  unfold mean weight
  refine Finset.sum_congr rfl fun S _ => ?_
  by_cases hS : A ⊆ S
  · have hp : ∏ i ∈ Finset.univ \ S, (if i ∈ A then (0 : ℝ) else 1 - x i)
        = ∏ i ∈ Finset.univ \ S, (1 - x i) :=
      Finset.prod_congr rfl fun i hi =>
        if_neg fun hA => (Finset.mem_sdiff.mp hi).2 (hS hA)
    simp only [hp, if_pos hS, mul_one]
  · obtain ⟨i, hiA, hiS⟩ := Finset.not_subset.mp hS
    have hp : ∏ i ∈ Finset.univ \ S, (if i ∈ A then (0 : ℝ) else 1 - x i) = 0 :=
      Finset.prod_eq_zero (Finset.mem_sdiff.mpr ⟨Finset.mem_univ i, hiS⟩) (by simp [hiA])
    simp only [hp, if_neg hS, mul_zero]
```

The choice $A=\emptyset$ gives $\sum_S P(S)=1$.

```lean
/-- The configuration weights sum to one. -/
theorem sum_weight (x : ι → ℝ) : ∑ S : Finset ι, weight x S = 1 := by
  simpa [mean] using joint_occupation x ∅
```

Next, $N=\sum_i s_i$, where $s_i$ indicates that $\{i\}\subseteq S$. Exchanging the finite sums over orbitals and configurations, which is `mean_sum`, gives $\langle N\rangle=\sum_i x_i$.

```lean
/-- The mean of a sum of orbital quantities is the sum of their means. -/
theorem mean_sum (x : ι → ℝ) (f : ι → Finset ι → ℝ) :
    mean x (fun S => ∑ i, f i S) = ∑ i, mean x (f i) := by
  simp only [mean, Finset.mul_sum]
  exact Finset.sum_comm

/-- The mean number of electrons is the sum of the occupations. -/
theorem mean_number (x : ι → ℝ) :
    mean x (fun S => (S.card : ℝ)) = ∑ i, x i := by
  have hc : (fun S : Finset ι => (S.card : ℝ))
      = fun S => ∑ i, if {i} ⊆ S then (1 : ℝ) else 0 := by
    funext S
    simp
  rw [hc, mean_sum]
  simp only [joint_occupation, Finset.prod_singleton]
```

For the second moment, $N^2=\sum_{i,j}s_is_j$, and $s_is_j$ indicates that $\{i,j\}\subseteq S$. Its mean is $x_ix_j$ if $i\ne j$. If $i=j$, the set has one member and the mean is $x_i = x_i^2 + x_i(1-x_i)$. Therefore

$$\langle N^2\rangle = \Big(\sum_i x_i\Big)^2 + \sum_i x_i(1-x_i).$$

The step `hc` rewrites the squared number as a sum over ordered pairs, and `hpair` treats equal and distinct orbitals in a single formula.

```lean
/-- The mean square of the electron number is the sum of `x i * (1 - x i)` plus the
square of the summed occupations. -/
theorem mean_number_sq (x : ι → ℝ) :
    mean x (fun S => (S.card : ℝ) ^ 2) = ∑ i, x i * (1 - x i) + (∑ i, x i) ^ 2 := by
  -- the squared number counts ordered pairs of filled orbitals
  have hc : (fun S : Finset ι => (S.card : ℝ) ^ 2)
      = fun S => ∑ i, ∑ j, if {i, j} ⊆ S then (1 : ℝ) else 0 := by
    funext S
    have h1 : (S.card : ℝ) = ∑ i, if i ∈ S then (1 : ℝ) else 0 := by simp
    rw [sq, h1, Finset.sum_mul_sum]
    refine Finset.sum_congr rfl fun i _ => Finset.sum_congr rfl fun j _ => ?_
    by_cases hi : i ∈ S <;> by_cases hj : j ∈ S <;>
      simp [hi, hj, Finset.insert_subset_iff]
  -- the product over the set `{i, j}` is `x i * x j`, plus a correction when `i = j`
  have hpair : ∀ i j : ι, ∏ k ∈ ({i, j} : Finset ι), x k
      = x i * x j + if i = j then x i * (1 - x i) else 0 := by
    intro i j
    by_cases h : i = j
    · subst h
      rw [Finset.pair_eq_singleton, Finset.prod_singleton, if_pos rfl]
      ring
    · rw [Finset.prod_pair h, if_neg h, add_zero]
  rw [hc, mean_sum]
  simp only [mean_sum, joint_occupation, hpair, Finset.sum_add_distrib,
    Finset.sum_ite_eq, Finset.mem_univ, if_true]
  rw [sq, Finset.sum_mul_sum, add_comm]
```

With $m=\langle N\rangle$, expanding the square and using normalisation gives

$$\langle (N-m)^2\rangle = \langle N^2\rangle - 2m\langle N\rangle + m^2 = \langle N^2\rangle - m^2 = \sum_i x_i(1-x_i).$$

The step `hexp` is this expansion for an arbitrary real $m$, with the sum of the weights still written out.

```lean
/-- The variance of the electron number is the sum of `x i * (1 - x i)` over the orbitals. -/
theorem numberVariance_eq (x : ι → ℝ) :
    numberVariance x = ∑ i, x i * (1 - x i) := by
  have hexp : ∀ m : ℝ, mean x (fun S => ((S.card : ℝ) - m) ^ 2)
      = mean x (fun S => (S.card : ℝ) ^ 2) - 2 * m * mean x (fun S => (S.card : ℝ))
        + m ^ 2 * ∑ S : Finset ι, weight x S := by
    intro m
    simp only [mean, Finset.mul_sum, ← Finset.sum_sub_distrib, ← Finset.sum_add_distrib]
    refine Finset.sum_congr rfl fun S _ => ?_
    ring
  unfold numberVariance
  rw [hexp, mean_number_sq, mean_number, sum_weight]
  ring
```

Without independence, the occupations do not determine the variance. If exactly one of two natural orbitals is always filled, each with probability $1/2$, then $N=1$ and the variance is zero. The same occupations give a Dudarev energy of $U/4$.

## Orthonormal natural orbitals

The hypothesis `hV : Vᴴ * V = 1` says that the columns of $V$ are normalised and mutually orthogonal. The derivation by hand uses it twice. First, it removes the middle factor in

$$n^2 = VX(V^\dagger V)XV^\dagger = VX^2V^\dagger,$$

so squaring $n$ squares the occupations and keeps the orbitals. In `occupationMatrix_sq`, the first `calc` step isolates `Vᴴ * V`, and the second replaces it by the identity.

```lean
/-- Squaring an occupation matrix with orthonormal natural orbitals squares the occupations
and keeps the orbitals. -/
theorem occupationMatrix_sq {V : Matrix ι ι ℂ} (hV : Vᴴ * V = 1) (x : ι → ℝ) :
    occupationMatrix V x * occupationMatrix V x = occupationMatrix V (fun i => x i ^ 2) := by
  calc occupationMatrix V x * occupationMatrix V x
      = V * diagonal (fun i => (x i : ℂ)) * (Vᴴ * V) * diagonal (fun i => (x i : ℂ)) * Vᴴ := by
        simp only [occupationMatrix, Matrix.mul_assoc]
    _ = V * (diagonal (fun i => (x i : ℂ)) * diagonal (fun i => (x i : ℂ))) * Vᴴ := by
        rw [hV, Matrix.mul_one, Matrix.mul_assoc V]
    _ = occupationMatrix V (fun i => x i ^ 2) := by
        simp only [occupationMatrix, Matrix.diagonal_mul_diagonal, sq, Complex.ofReal_mul]
```

Second, for any real diagonal matrix $Y$, cyclicity of the trace gives

$$\mathrm{Tr}(VYV^\dagger)=\mathrm{Tr}(V^\dagger VY)=\mathrm{Tr}\,Y.$$

Taking $Y=X$ and $Y=X^2$ yields

$$E = \frac U2\sum_i(x_i-x_i^2) = \frac U2\big\langle(N-\langle N\rangle)^2\big\rangle.$$

In the main theorem, `htr` is the trace identity. The remaining steps subtract the two traces and compare with `numberVariance_eq` orbital by orbital. The theorem holds for every real $U$ and all real occupations.

```lean
/-- The Dudarev energy is `U/2` times the variance of the electron number when the natural
orbitals are filled independently with probabilities equal to their occupations. -/
theorem dudarevEnergy_eq_variance (U : ℝ) {V : Matrix ι ι ℂ} (hV : Vᴴ * V = 1)
    (x : ι → ℝ) :
    dudarevEnergy U (occupationMatrix V x) = U / 2 * numberVariance x := by
  -- the trace of an occupation matrix is the sum of the occupations
  have htr : ∀ y : ι → ℝ, trace (occupationMatrix V y) = ∑ i, (y i : ℂ) := by
    intro y
    rw [occupationMatrix, Matrix.trace_mul_comm, ← Matrix.mul_assoc, hV, Matrix.one_mul,
      Matrix.trace_diagonal]
  rw [dudarevEnergy, occupationMatrix_sq hV, Matrix.trace_sub, htr, htr, numberVariance_eq,
    Complex.sub_re, Complex.re_sum, Complex.re_sum, ← Finset.sum_sub_distrib]
  congr 1
  refine Finset.sum_congr rfl fun i _ => ?_
  simp only [Complex.ofReal_re]
  ring
```

Without orthonormality, the $x_i$ need not be the eigenvalues of $n$. For one orbital with $V=1/\sqrt2$ and $x=1$, the matrix is $n=1/2$ and the energy is $U/8$, although an orbital filled with certainty has zero variance.

## Nonzero U

The hypothesis `hU : U ≠ 0` says that the correction is switched on; either sign is allowed. It is needed to infer something about the occupations from a vanishing energy.

Suppose $E=0$. Dividing by $U/2$ gives $\sum_i x_i(1-x_i)=0$. For occupations in $[0,1]$ every term is nonnegative, so every term vanishes and $x_i^2=x_i$. Then $n^2=VX^2V^\dagger=VXV^\dagger=n$. Conversely, $n^2=n$ makes the trace zero directly, whatever the values of $U$ and $x_i$.

The Lean proof follows this route. `hs` cancels the prefactor by `hU`, `hz` uses `hx` to pass from the sum to its terms, and `occupationMatrix_sq hV` carries the result back to the matrix. The reverse direction uses none of the three hypotheses.

If $U=0$, the energy vanishes for a single orbital with $x=1/2$ too, where $n^2\neq n$. If the range is dropped instead, terms of opposite sign can cancel: $x_1=0.6$ and $x_2=1.2$ contribute $0.24$ and $-0.24$, so the energy is zero while $n$ is not idempotent.

```lean
/-- For nonzero `U` and occupations between 0 and 1, the Dudarev energy vanishes exactly
when the occupation matrix is idempotent. -/
theorem dudarevEnergy_eq_zero_iff {U : ℝ} (hU : U ≠ 0) {V : Matrix ι ι ℂ}
    (hV : Vᴴ * V = 1) (x : ι → ℝ) (hx : ∀ i, 0 ≤ x i ∧ x i ≤ 1) :
    dudarevEnergy U (occupationMatrix V x) = 0 ↔
      occupationMatrix V x * occupationMatrix V x = occupationMatrix V x := by
  constructor
  · intro h
    rw [dudarevEnergy_eq_variance U hV, numberVariance_eq] at h
    have hs : ∑ i, x i * (1 - x i) = 0 :=
      (mul_eq_zero.mp h).resolve_left (div_ne_zero hU two_ne_zero)
    -- a vanishing sum of nonnegative terms vanishes term by term
    have hz := (Finset.sum_eq_zero_iff_of_nonneg (fun i _ =>
      mul_nonneg (hx i).1 (sub_nonneg.mpr (hx i).2))).mp hs
    rw [occupationMatrix_sq hV]
    congr 1
    funext i
    have hi := hz i (Finset.mem_univ i)
    linear_combination -hi
  · intro h
    rw [dudarevEnergy, h]
    simp

end

end DudarevNumberVariance
```

```lean
#print axioms DudarevNumberVariance.weight_nonneg
#print axioms DudarevNumberVariance.dudarevEnergy_eq_variance
#print axioms DudarevNumberVariance.dudarevEnergy_eq_zero_iff
```

```
'DudarevNumberVariance.weight_nonneg' depends on axioms: [propext, Classical.choice, Quot.sound]
'DudarevNumberVariance.dudarevEnergy_eq_variance' depends on axioms: [propext, Classical.choice, Quot.sound]
'DudarevNumberVariance.dudarevEnergy_eq_zero_iff' depends on axioms: [propext, Classical.choice, Quot.sound]
```
